# A dielectric slab's supercell permittivities give a half-space reflection factor that falls off as the inverse cell height

**Question.** Take a slab of thickness 1 and permittivity 2 in a periodic cell of height 2, so that half of the cell is vacuum. The cell's in-plane permittivity is the average $3/2$. Its normal permittivity is the harmonic average $4/3$. Their geometric mean is $\sqrt2$, and a half-space with that permittivity has the nonretarded reflection factor $(\sqrt2-1)/(\sqrt2+1)\approx0.172$. If I make the cell 4 high, I get $0.089$. The slab is the same, and I only added vacuum. If I put such factors into a Lifshitz calculation, I seem able to make the dispersion attraction as weak as I like. Does the reflection really go to zero, how fast, and does this say anything about the slab?

**Answer.** It does go to zero, as $1/L$ for a cell of height $L$, and the decay comes from averaging the slab with the vacuum you add: the half-space is filled with an ever more dilute medium. At any fixed nonzero in-plane wavevector the isolated slab has a positive reflection factor that contains no cell height.

## From the two averages to the 1/L law

Let the slab have thickness $t>0$ and real permittivity $e>1$, as for a dielectric at zero or imaginary frequency, and let the cell have height $L>t$. The in-plane field is the same in both layers, so the permittivities average. The normal displacement is the same in both layers, so the inverse permittivities average:

$$e_x=\frac{te+L-t}{L}=1+\frac tL(e-1),\qquad \frac1{e_z}=\frac{t/e+L-t}{L}=1-\frac tL\Bigl(1-\frac1e\Bigr).$$

In a half-space with these permittivities, a potential of in-plane wavevector $q$ decays at a rate $\kappa$ with $e_xq^2=e_z\kappa^2$. The normal displacement is then proportional to $e_z\kappa=\sqrt{e_xe_z}\,q$, as in an isotropic medium of permittivity $s=\sqrt{e_xe_z}$. The reflection factor is therefore $R=(s-1)/(s+1)$.

Write $W=t/e+L-t$ and $\alpha=t(e-1/e)$. In the product $e_xe_z$ the denominator $L$ of $e_x$ cancels the numerator $L$ of $e_z$, and the height remains only through the vacuum thickness $L-t$:

$$s^2=\frac{te+L-t}{W}=\frac{W+te-t/e}{W}=1+\frac{\alpha}{W}.$$

Since $\alpha$ and $W$ are positive, $s>1$. Multiplying numerator and denominator of $R$ by $s+1$ gives

$$R=\frac{s^2-1}{(s+1)^2}=\frac{\alpha}{W(s+1)^2},\qquad 0<R<\frac{\alpha}{4W},$$

where the upper bound uses $s+1>2$. Because $e_z=L/W$,

$$L\,R=\frac{\alpha\,e_z}{(s+1)^2}.$$

As $L\to\infty$, $W\to\infty$, so $e_z=1+t(1-1/e)/W\to1$ and $s\to1$. Hence $LR\to\alpha/4=t(e-1/e)/4$.

For your slab, $\alpha=3/2$ and $W=L-1/2$, so the limit of $LR$ is $0.375$:

| $L$ | $s^2$ | $R$ | $LR$ |
|---|---|---|---|
| 2 | 2 | 0.1716 | 0.343 |
| 4 | 10/7 | 0.0889 | 0.356 |
| 100 | 1.01508 | 0.00374 | 0.374 |

## What the isolated slab does instead

Let $D=(e-1)/(e+1)$ be the factor of one surface and $u=e^{-2qt}$ the attenuation over a round trip through the slab. Summing the internal reflections gives

$$r(q)=D-\frac{D(1-D^2)u}{1-D^2u}=\frac{D(1-u)}{1-D^2u}.$$

At $q=0$ we have $u=1$ and $u'=-2t$. The numerator vanishes there, so only its derivative contributes to the slope:

$$r'(0)=\frac{2tD}{1-D^2}=2t\,\frac{e-1}{e+1}\,\frac{(e+1)^2}{4e}=\frac{t(e-1/e)}2.$$

The same combination $\alpha$ appears, now multiplying $q$ where the supercell has $1/L$. For $q>0$ we have $0<u<1$ and $0<D<1$, so $r(q)>0$. Since $R\to0$, the supercell value eventually lies below it. With your slab and $q=0.1$, $D=1/3$, $u\approx0.8187$ and $r\approx0.066$: the cell of height 4 overestimates the reflection, and the cell of height 100 underestimates it by a large factor.

## How the Lean statements read

`epsPar` and `epsPerp` are $e_x$ and $e_z$, `meanEps` is $s$, `supercellReflection` is $R$, and `slabReflection` is $r(q)$. `imageFactor` is the map $x\mapsto(x-1)/(x+1)$, used for both $R$ and $D$. All quantities are real numbers, and lengths share one arbitrary unit. The layer averages and both reflection formulas enter as definitions; the electrostatics that leads to them is the argument above.

The central statement is `tendsto_height_mul_reflection`: for `0 < t` and `1 < e`, the function `L * supercellReflection t L e` tends to `t * (e - 1 / e) / 4` along `atTop`, that is, as $L$ grows without bound. `supercellReflection_bounds` holds at every finite height $L>t$. `slabReflection_slope` gives the derivative at $q=0$. In `eventually_below_slab`, the quantifier `∀ᶠ L in atTop` means "for all sufficiently large $L$". The wavevector is fixed first, so the required height may depend on $q$.

The model is a single uniform, isotropic slab with a local permittivity and sharp faces, without retardation. No Lifshitz energy is computed, and nothing is said about how a first-principles code obtains $e$. Within this local, nonretarded model, the result warns against feeding supercell permittivities of a layer into a half-space formula for dispersion interactions.

```lean
import Mathlib

open Filter Topology

namespace SupercellLifshitz

noncomputable section

/-- In-plane permittivity of a cell of height `L ≠ 0` holding a slab of thickness `t` and
permittivity `e`, the rest being vacuum: the thickness average (capacitors in parallel). -/
def epsPar (t L e : ℝ) : ℝ := (t * e + (L - t)) / L

/-- Normal permittivity of the same cell: the harmonic thickness average (capacitors in series),
for `e ≠ 0` and `t / e + (L - t) ≠ 0`. -/
def epsPerp (t L e : ℝ) : ℝ := L / (t / e + (L - t))

/-- Nonretarded reflection factor of a half-space of permittivity `x ≠ -1` facing vacuum. -/
def imageFactor (x : ℝ) : ℝ := (x - 1) / (x + 1)

/-- Geometric mean of the in-plane and normal permittivities of the cell, for `0 < t < L`
and `e > 0`. -/
def meanEps (t L e : ℝ) : ℝ := √(epsPar t L e * epsPerp t L e)

/-- Reflection factor of a half-space filled with the supercell permittivities, for `0 < t < L`
and `e > 0`. -/
def supercellReflection (t L e : ℝ) : ℝ := imageFactor (meanEps t L e)

/-- Nonretarded reflection factor of an isolated slab of thickness `t` at in-plane wavevector `q`,
for `e > 0`, `t > 0` and `q ≥ 0`. -/
def slabReflection (t q e : ℝ) : ℝ :=
  imageFactor e * (1 - Real.exp (-2 * q * t)) / (1 - imageFactor e ^ 2 * Real.exp (-2 * q * t))

/-- In a cell of nonzero height the two averages depend on the slab only through its permittivity
and the filling fraction `t / L`. -/
theorem filling_fraction_form {t L e : ℝ} (hL : L ≠ 0) :
    epsPar t L e = 1 + t / L * (e - 1) ∧
      1 / epsPerp t L e = 1 - t / L * (1 - 1 / e) := by
  unfold epsPar epsPerp
  constructor
  · linear_combination div_self hL
  · rw [one_div_div]
    linear_combination div_self hL

/-- For `0 < t < L` and `e > 1`, the squared mean permittivity exceeds its vacuum value by
`t (e - 1/e)` divided by `t/e + (L - t)`, and the mean permittivity is larger than one. -/
theorem meanEps_sq {t L e : ℝ} (ht : 0 < t) (hL : t < L) (he : 1 < e) :
    meanEps t L e ^ 2 = 1 + t * (e - 1 / e) / (t / e + (L - t)) ∧ 1 < meanEps t L e := by
  have he0 : 0 < e := by linarith
  have hL0 : L ≠ 0 := by linarith
  have hW : 0 < t / e + (L - t) := by
    have := div_pos ht he0
    linarith
  have hinv : 1 / e < 1 := (div_lt_one he0).2 he
  have hk : 0 < t * (e - 1 / e) / (t / e + (L - t)) :=
    div_pos (mul_pos ht (by linarith)) hW
  -- the cell height cancels in the product of the two averages
  have hp : epsPar t L e * epsPerp t L e = 1 + t * (e - 1 / e) / (t / e + (L - t)) := by
    unfold epsPar epsPerp
    rw [div_mul_div_comm, mul_comm L (t / e + (L - t)), mul_div_mul_right _ _ hL0]
    linear_combination div_self hW.ne'
  have hsq : meanEps t L e ^ 2 = 1 + t * (e - 1 / e) / (t / e + (L - t)) := by
    unfold meanEps
    rw [Real.sq_sqrt (by rw [hp]; linarith), hp]
  have h0 : 0 ≤ meanEps t L e := Real.sqrt_nonneg _
  exact ⟨hsq, by nlinarith⟩

/-- For `0 < t < L` and `e > 1`, the supercell reflection factor is positive and lies below
`t (e - 1/e) / 4` divided by `t/e + (L - t)`. -/
theorem supercellReflection_bounds {t L e : ℝ} (ht : 0 < t) (hL : t < L) (he : 1 < e) :
    0 < supercellReflection t L e ∧
      supercellReflection t L e < t * (e - 1 / e) / (t / e + (L - t)) / 4 := by
  obtain ⟨hsq, h1⟩ := meanEps_sq ht hL he
  have hk : t * (e - 1 / e) / (t / e + (L - t)) = meanEps t L e ^ 2 - 1 := by linarith
  rw [hk]
  unfold supercellReflection imageFactor
  generalize meanEps t L e = s at h1
  refine ⟨div_pos (by linarith) (by linarith), ?_⟩
  rw [div_lt_iff₀ (by linarith)]
  -- the difference of the two sides is (s - 1) ((s + 1)² - 4) / 4
  have h2 : 0 < (s - 1) * ((s - 1) * (s + 3)) :=
    mul_pos (by linarith) (mul_pos (by linarith) (by linarith))
  nlinarith

/-- For `0 < t < L` and `e > 1`, the reflection factor times the cell height is expressed exactly by
`t (e - 1/e)` and the normal and mean permittivities of the cell. -/
theorem height_mul_reflection {t L e : ℝ} (ht : 0 < t) (hL : t < L) (he : 1 < e) :
    L * supercellReflection t L e =
      t * (e - 1 / e) * epsPerp t L e / (meanEps t L e + 1) ^ 2 := by
  obtain ⟨hsq, h1⟩ := meanEps_sq ht hL he
  have hc : t * (e - 1 / e) * epsPerp t L e = L * (meanEps t L e ^ 2 - 1) := by
    rw [hsq]
    unfold epsPerp
    ring
  have hs : meanEps t L e + 1 ≠ 0 := by linarith
  rw [hc]
  unfold supercellReflection imageFactor
  rw [← mul_div_assoc, div_eq_div_iff hs (pow_ne_zero 2 hs)]
  ring

/-- For a slab with `t > 0` and `e > 1`, the half-space reflection factor computed from supercell
permittivities, multiplied by the cell height, tends to `t (e - 1/e) / 4` as vacuum is added. -/
theorem tendsto_height_mul_reflection {t e : ℝ} (ht : 0 < t) (he : 1 < e) :
    Tendsto (fun L => L * supercellReflection t L e) atTop (𝓝 (t * (e - 1 / e) / 4)) := by
  have he0 : 0 < e := by linarith
  have hW : Tendsto (fun L : ℝ => t / e + (L - t)) atTop atTop := by
    have h : Tendsto (fun L : ℝ => L + (t / e - t)) atTop atTop :=
      tendsto_atTop_add_const_right _ _ tendsto_id
    exact h.congr (fun L => by ring)
  -- the normal permittivity approaches that of vacuum
  have hperp : Tendsto (fun L => epsPerp t L e) atTop (𝓝 1) := by
    have h := (hW.const_div_atTop (t * (1 - 1 / e))).const_add 1
    rw [add_zero] at h
    refine h.congr' ?_
    filter_upwards [eventually_gt_atTop t] with L hL
    have hpos : 0 < t / e + (L - t) := by
      have := div_pos ht he0
      linarith
    unfold epsPerp
    linear_combination -div_self hpos.ne'
  -- and so does the geometric mean
  have hmean : Tendsto (fun L => meanEps t L e) atTop (𝓝 1) := by
    have h := ((hW.const_div_atTop (t * (e - 1 / e))).const_add 1).sqrt
    rw [add_zero, Real.sqrt_one] at h
    refine h.congr' ?_
    filter_upwards [eventually_gt_atTop t] with L hL
    obtain ⟨hsq, h1⟩ := meanEps_sq ht hL he
    rw [← hsq, Real.sqrt_sq (by linarith)]
  have h := (hperp.const_mul (t * (e - 1 / e))).div ((hmean.add_const 1).pow 2) (by norm_num)
  have h4 : t * (e - 1 / e) * 1 / ((1 : ℝ) + 1) ^ 2 = t * (e - 1 / e) / 4 := by norm_num
  rw [h4] at h
  refine h.congr' ?_
  filter_upwards [eventually_gt_atTop t] with L hL
  exact (height_mul_reflection ht hL he).symm

/-- For `e > 1`, the reflection factor of the isolated slab has, at wavevector zero, the slope
`t (e - 1/e) / 2`. -/
theorem slabReflection_slope {t e : ℝ} (he : 1 < e) :
    HasDerivAt (fun q => slabReflection t q e) (t * (e - 1 / e) / 2) 0 := by
  have he0 : e ≠ 0 := by linarith
  have he1 : e + 1 ≠ 0 := by linarith
  have hD : 1 - imageFactor e ^ 2 = 4 * e / (e + 1) ^ 2 := by
    unfold imageFactor
    rw [div_pow, one_sub_div (pow_ne_zero 2 he1)]
    ring
  have hlin : HasDerivAt (fun q : ℝ => -2 * q * t) (-2 * t) 0 :=
    (((hasDerivAt_id' (0 : ℝ)).const_mul (-2)).mul_const t).congr_deriv (by ring)
  have hu : HasDerivAt (fun q : ℝ => Real.exp (-2 * q * t)) (-2 * t) 0 :=
    hlin.exp.congr_deriv (by simp)
  have hne : 1 - imageFactor e ^ 2 * Real.exp (-2 * 0 * t) ≠ 0 := by
    simp only [mul_zero, zero_mul, Real.exp_zero, mul_one, hD]
    exact div_ne_zero (mul_ne_zero (by norm_num) he0) (pow_ne_zero 2 he1)
  have h := ((hu.const_sub 1).const_mul (imageFactor e)).fun_div
    ((hu.const_mul (imageFactor e ^ 2)).const_sub 1) hne
  refine h.congr_deriv ?_
  simp only [mul_zero, zero_mul, Real.exp_zero, sub_self, sub_zero, mul_one, hD]
  unfold imageFactor
  field_simp
  ring

/-- For `t > 0`, `e > 1` and any fixed wavevector `q > 0`, the supercell reflection factor falls
below that of the isolated slab once the cell is high enough. -/
theorem eventually_below_slab {t e q : ℝ} (ht : 0 < t) (he : 1 < e) (hq : 0 < q) :
    ∀ᶠ L in atTop, supercellReflection t L e < slabReflection t q e := by
  have hD0 : 0 < imageFactor e := div_pos (by linarith) (by linarith)
  have hD1 : imageFactor e < 1 := (div_lt_one (by linarith)).2 (by linarith)
  have hx0 : 0 < Real.exp (-2 * q * t) := Real.exp_pos _
  have hx1 : Real.exp (-2 * q * t) < 1 :=
    Real.exp_lt_one_iff.2 (by nlinarith [mul_pos hq ht])
  have hD2 : 0 < 1 - imageFactor e ^ 2 := by nlinarith
  -- the isolated slab reflects at every positive wavevector
  have hpos : 0 < slabReflection t q e :=
    div_pos (mul_pos hD0 (by linarith)) (by nlinarith [mul_pos hD2 hx0])
  have h0 : Tendsto (fun L => supercellReflection t L e) atTop (𝓝 0) := by
    refine ((tendsto_height_mul_reflection ht he).div_atTop tendsto_id).congr' ?_
    filter_upwards [eventually_gt_atTop (0 : ℝ)] with L hL
    exact mul_div_cancel_left₀ _ hL.ne'
  exact h0.eventually_lt_const hpos

end

end SupercellLifshitz
```

```lean
#print axioms SupercellLifshitz.supercellReflection_bounds
#print axioms SupercellLifshitz.tendsto_height_mul_reflection
#print axioms SupercellLifshitz.slabReflection_slope
#print axioms SupercellLifshitz.eventually_below_slab
```

```
'SupercellLifshitz.supercellReflection_bounds' depends on axioms: [propext, Classical.choice, Quot.sound]
'SupercellLifshitz.tendsto_height_mul_reflection' depends on axioms: [propext, Classical.choice, Quot.sound]
'SupercellLifshitz.slabReflection_slope' depends on axioms: [propext, Classical.choice, Quot.sound]
'SupercellLifshitz.eventually_below_slab' depends on axioms: [propext, Classical.choice, Quot.sound]
```

## The algebra and limits in the proofs

`filling_fraction_form` recovers the expressions in $t/L$; the only input is $L/L=1$, supplied by `div_self hL`.

`meanEps_sq` proves the identity for $s^2$. The step `mul_div_mul_right` cancels the common factor $L$, and `Real.sq_sqrt` removes the square root once its argument is known to be nonnegative. From $s\ge0$ and $s^2>1$, `nlinarith` concludes $s>1$.

`supercellReflection_bounds` replaces $\alpha/W$ by $s^2-1$ and then treats $s$ as an arbitrary number above one. After clearing the denominator, the upper bound follows from $(s-1)\bigl((s+1)^2-4\bigr)=(s-1)^2(s+3)>0$, which is the inequality $s+1>2$ in polynomial form.

`height_mul_reflection` first shows $\alpha e_z=L(s^2-1)$. It then cross-multiplies with `div_eq_div_iff`, and `ring` finishes.

The limit theorem starts from $W\to\infty$. It obtains $e_z\to1$ from $e_z=1+t(1-1/e)/W$, and $s\to1$ from $s=\sqrt{1+\alpha/W}$ and the continuity of the square root. These rewritings need $L>t$, so `filter_upwards` restricts attention to such heights, which is enough for a limit at infinity. The limits are combined by the product, power and quotient rules, and the exact formula for $LR$ turns the result into the stated one.

For the slope, `hD` computes $1-D^2=4e/(e+1)^2$, `hu` differentiates the exponential, and `fun_div` applies the quotient rule. The last theorem shows $r(q)>0$ from the signs of its factors and obtains $R\to0$ by dividing the convergent $LR$ by $L$. A function that tends to zero is eventually below any positive constant, here $r(q)$.
